# The image potential of a Thomas–Fermi metal lies between those of perfect metals at distances z and z + 1/k

A single Fourier mode of lateral wave number $q>0$, falling on a Thomas–Fermi metal with screening length $1/k$, is reflected with its sign reversed and its amplitude at the surface multiplied by a factor strictly between $e^{-2q/k}$, which a perfect metal set back by $1/k$ would give, and $1$, which a perfect metal at the surface would give. Integrated over all modes, this bounds the image energy of a unit charge at height $z>0$ from both sides.

In Lean 4 with Mathlib:

```lean
import Mathlib

open MeasureTheory Set Filter Topology

namespace ThomasFermiImage

noncomputable section

/-- Decay rate `s = √(q² + k²)` inside a metal with inverse screening length `k`
of a potential with lateral wave number `q`. -/
def decayRate (k q : ℝ) : ℝ := Real.sqrt (q ^ 2 + k ^ 2)

/-- Reflection factor `(s - q)/(s + q)` of the metal surface, for `k > 0` and `q ≥ 0`. -/
def reflection (k q : ℝ) : ℝ := (decayRate k q - q) / (decayRate k q + q)

/-- Potential at height `x` in the vacuum: an external part, growing with `x` if `q > 0`, and a
reflected part of amplitude `-r`. -/
def vacuumMode (q r x : ℝ) : ℝ := Real.exp (q * x) - r * Real.exp (-q * x)

/-- Potential of amplitude `t` in the metal, which fills `x < 0`. -/
def metalMode (k q t x : ℝ) : ℝ := t * Real.exp (decayRate k q * x)

/-- Image potential energy of a unit charge at height `z ≥ 0` above a metal with inverse
screening length `k > 0`, in Gaussian atomic units. -/
def imagePotential (k z : ℝ) : ℝ :=
  -(1 / 2) * ∫ q in Ioi (0 : ℝ), Real.exp (-2 * q * z) * reflection k q

lemma decayRate_spec {k : ℝ} (hk : 0 < k) (q : ℝ) :
    0 < decayRate k q ∧ q < decayRate k q ∧ decayRate k q ^ 2 = q ^ 2 + k ^ 2 := by
  have h : 0 < k ^ 2 := by positivity
  exact ⟨Real.sqrt_pos.mpr (by positivity), Real.lt_sqrt_of_sq_lt (by linarith),
    Real.sq_sqrt (by positivity)⟩

lemma hasDerivAt_mode (c a x : ℝ) :
    HasDerivAt (fun y => c * Real.exp (a * y)) (c * a * Real.exp (a * x)) x :=
  ((((hasDerivAt_id' x).const_mul a).exp).const_mul c).congr_deriv (by ring)

lemma deriv_vacuumMode (q r : ℝ) : deriv (vacuumMode q r) =
    fun x => q * Real.exp (q * x) + r * q * Real.exp (-q * x) := by
  funext x
  have h := (hasDerivAt_mode 1 q x).fun_sub (hasDerivAt_mode r (-q) x)
  simp only [one_mul] at h
  exact h.deriv.trans (by ring)

lemma deriv_metalMode (k q t : ℝ) : deriv (metalMode k q t) =
    fun x => t * decayRate k q * Real.exp (decayRate k q * x) :=
  funext fun x => (hasDerivAt_mode t (decayRate k q) x).deriv

/-- At lateral wave number `q` the vacuum potential solves the Laplace equation and the
potential in the metal solves the linearised Thomas-Fermi equation. -/
theorem field_equations (k q r t x : ℝ) :
    deriv (deriv (vacuumMode q r)) x - q ^ 2 * vacuumMode q r x = 0 ∧
    deriv (deriv (metalMode k q t)) x - q ^ 2 * metalMode k q t x
      = k ^ 2 * metalMode k q t x := by
  constructor
  · have h := (hasDerivAt_mode q q x).fun_add (hasDerivAt_mode (r * q) (-q) x)
    rw [deriv_vacuumMode, h.deriv]
    simp only [vacuumMode]
    ring
  · have hs : decayRate k q ^ 2 = q ^ 2 + k ^ 2 := Real.sq_sqrt (by positivity)
    rw [deriv_metalMode, (hasDerivAt_mode (t * decayRate k q) (decayRate k q) x).deriv]
    simp only [metalMode]
    linear_combination t * Real.exp (decayRate k q * x) * hs

/-- For `k > 0` and `q ≥ 0`, potential and slope are continuous at the surface exactly when
the reflected amplitude is `(s - q)/(s + q)` and the transmitted one is `2q/(s + q)`. -/
theorem surface_matching {k q : ℝ} (hk : 0 < k) (hq : 0 ≤ q) (r t : ℝ) :
    (vacuumMode q r 0 = metalMode k q t 0 ∧
      deriv (vacuumMode q r) 0 = deriv (metalMode k q t) 0) ↔
    (r = reflection k q ∧ t = 2 * q / (decayRate k q + q)) := by
  have hne : decayRate k q + q ≠ 0 := by
    have := (decayRate_spec hk q).1
    positivity
  rw [deriv_vacuumMode, deriv_metalMode]
  simp only [vacuumMode, metalMode, reflection, mul_zero, Real.exp_zero, mul_one]
  rw [eq_div_iff hne, eq_div_iff hne]
  constructor
  · rintro ⟨h1, h2⟩
    exact ⟨by linear_combination h2 - decayRate k q * h1, by linear_combination -h2 - q * h1⟩
  · rintro ⟨h1, h2⟩
    have h0 : 1 - r = t := mul_right_cancel₀ hne (by linear_combination -h1 - h2)
    exact ⟨h0, by linear_combination h1 + decayRate k q * h0⟩

/-- For `k > 0` and `q > 0` the reflection factor lies strictly between `exp (-2q/k)` and `1`. -/
theorem reflection_bounds {k q : ℝ} (hk : 0 < k) (hq : 0 < q) :
    Real.exp (-(2 * q / k)) < reflection k q ∧ reflection k q < 1 := by
  obtain ⟨hs, hlt, hsq⟩ := decayRate_spec hk q
  have hp : 0 < decayRate k q + q := by linarith
  refine ⟨?_, by rw [reflection, div_lt_one hp]; linarith⟩
  obtain ⟨x, rfl⟩ : ∃ x, q = k * x := ⟨q / k, by field_simp⟩
  have hx : 0 < x := (mul_pos_iff_of_pos_left hk).mp hq
  -- the decay rate lies below its parabolic approximation
  have h1 : decayRate k (k * x) < k * (1 + x ^ 2 / 2) := by
    rw [decayRate, Real.sqrt_lt' (by positivity)]
    have : 0 < (k * x ^ 2) ^ 2 := by positivity
    nlinarith
  have h2 : decayRate k (k * x) + k * x < k * Real.exp x := by
    have := mul_le_mul_of_nonneg_left (Real.quadratic_le_exp_of_nonneg hx.le) hk.le
    linarith
  have h3 : Real.exp (-x) * (decayRate k (k * x) + k * x) < k := by
    have h := mul_lt_mul_of_pos_left h2 (Real.exp_pos (-x))
    have he : Real.exp (-x) * Real.exp x = 1 := by rw [← Real.exp_add]; simp
    calc _ < Real.exp (-x) * (k * Real.exp x) := h
      _ = k := by linear_combination k * he
  have h4 : Real.exp (-(2 * (k * x) / k)) = Real.exp (-x) ^ 2 := by
    rw [pow_two, ← Real.exp_add]
    congr 1
    field_simp
    ring
  have h5 : 0 < Real.exp (-x) * (decayRate k (k * x) + k * x) := by positivity
  rw [h4, reflection, lt_div_iff₀ hp]
  refine lt_of_mul_lt_mul_right ?_ hp.le
  nlinarith

/-- For `k > 0` the reflection factor is integrable over all wave numbers `q > 0`,
with integral `2k/3`. -/
theorem reflection_integral {k : ℝ} (hk : 0 < k) :
    IntegrableOn (reflection k) (Ioi 0) ∧ ∫ q in Ioi (0 : ℝ), reflection k q = 2 * k / 3 := by
  -- an antiderivative in terms of `u = s - q`
  have hd : ∀ q ∈ Ici (0 : ℝ), HasDerivAt (fun y => -((decayRate k y - y) / 2 +
      (decayRate k y - y) ^ 3 / (6 * k ^ 2))) (reflection k q) q := by
    intro q hq
    have hq0 : 0 ≤ q := hq
    obtain ⟨hs, hlt, hsq⟩ := decayRate_spec hk q
    have h1 : HasDerivAt (fun y : ℝ => y ^ 2 + k ^ 2) (2 * q) q := by
      simpa using (hasDerivAt_pow 2 q).add_const (k ^ 2)
    have h2 : HasDerivAt (fun y => decayRate k y) (q / decayRate k q) q := by
      unfold decayRate
      exact (h1.sqrt (by positivity)).congr_deriv (by ring)
    have hu := h2.fun_sub (hasDerivAt_id' q)
    refine ((hu.div_const 2).fun_add ((hu.fun_pow 3).div_const (6 * k ^ 2))).fun_neg.congr_deriv ?_
    have hk2 : k ^ 2 = (decayRate k q - q) * (decayRate k q + q) := by linear_combination -hsq
    simp only [reflection, Nat.cast_ofNat, Nat.reduceSub]
    generalize decayRate k q = s at hs hlt hk2 ⊢
    have hm : s - q ≠ 0 := (sub_pos.mpr hlt).ne'
    have hp : s + q ≠ 0 := by positivity
    rw [hk2]
    field_simp
    ring
  have hu : Tendsto (fun y => decayRate k y - y) atTop (𝓝 0) := by
    have hg : Tendsto (fun y : ℝ => k ^ 2 / y) atTop (𝓝 0) :=
      tendsto_const_nhds.div_atTop tendsto_id
    refine squeeze_zero' (Eventually.of_forall fun y =>
      (sub_pos.mpr (decayRate_spec hk y).2.1).le) ?_ hg
    filter_upwards [eventually_gt_atTop 0] with y hy
    obtain ⟨hs, hlt, hsq⟩ := decayRate_spec hk y
    rw [le_div_iff₀ hy]
    nlinarith [mul_pos hs (sub_pos.mpr hlt)]
  have hl := ((hu.div_const 2).add ((hu.pow 3).div_const (6 * k ^ 2))).neg
  have e : -((0 : ℝ) / 2 + 0 ^ 3 / (6 * k ^ 2)) = 0 := by simp
  rw [e] at hl
  have hpos : ∀ q ∈ Ioi (0 : ℝ), 0 ≤ reflection k q := fun q hq =>
    ((Real.exp_pos _).trans (reflection_bounds hk hq).1).le
  refine ⟨integrableOn_Ioi_deriv_of_nonneg' hd hpos hl, ?_⟩
  have h := integral_Ioi_of_hasDerivAt_of_nonneg' hd hpos hl
  have h0 : decayRate k 0 = k := by simp [decayRate, Real.sqrt_sq hk.le]
  have h3 : k ^ 3 / (6 * k ^ 2) = k / 6 := by field_simp
  simp only [h0, sub_zero, h3] at h
  exact h.trans (by ring)

lemma integrand_integrable {k z : ℝ} (hk : 0 < k) (hz : 0 ≤ z) :
    IntegrableOn (fun q => Real.exp (-2 * q * z) * reflection k q) (Ioi 0) := by
  refine Integrable.mono' (reflection_integral hk).1 ?_ ?_
  · have hs : Continuous (decayRate k) := by unfold decayRate; fun_prop
    have he : Continuous fun q : ℝ => Real.exp (-2 * q * z) := by fun_prop
    exact (he.measurable.mul ((hs.sub continuous_id).measurable.div
      (hs.add continuous_id).measurable)).aestronglyMeasurable
  · filter_upwards [ae_restrict_mem measurableSet_Ioi] with q hq
    have hq0 : 0 < q := hq
    have hR := (Real.exp_pos _).trans (reflection_bounds hk hq0).1
    rw [Real.norm_of_nonneg (mul_nonneg (Real.exp_pos _).le hR.le)]
    exact mul_le_of_le_one_left hR.le
      (Real.exp_le_one_iff.mpr (by nlinarith [mul_nonneg hq0.le hz]))

lemma integral_lt {f g : ℝ → ℝ} (hf : IntegrableOn f (Ioi 0)) (hg : IntegrableOn g (Ioi 0))
    (h : ∀ q, 0 < q → f q < g q) : ∫ q in Ioi (0 : ℝ), f q < ∫ q in Ioi (0 : ℝ), g q := by
  have hpos : 0 < ∫ q in Ioi (0 : ℝ), (g q - f q) := by
    have hi : IntegrableOn (fun q => g q - f q) (Ioi 0) := hg.sub hf
    rw [setIntegral_pos_iff_support_of_nonneg_ae ?_ hi]
    · have hs : Function.support (fun q => g q - f q) ∩ Ioi 0 = Ioi 0 :=
        inter_eq_right.mpr fun q hq => (sub_pos.mpr (h q hq)).ne'
      rw [hs, Real.volume_Ioi]
      simp
    · filter_upwards [ae_restrict_mem measurableSet_Ioi] with q hq
      exact (sub_pos.mpr (h q hq)).le
  rw [integral_sub hg hf] at hpos
  linarith

lemma perfect_integral {a : ℝ} (ha : 0 < a) :
    IntegrableOn (fun q => Real.exp (-2 * q * a)) (Ioi 0) ∧
      -(1 / 2) * ∫ q in Ioi (0 : ℝ), Real.exp (-2 * q * a) = -1 / (4 * a) := by
  have h : (fun q : ℝ => Real.exp (-2 * q * a)) = fun q => Real.exp (-(2 * a) * q) := by
    funext q
    congr 1
    ring
  rw [h, integral_exp_mul_Ioi (by linarith) 0, mul_zero, Real.exp_zero]
  exact ⟨exp_neg_integrableOn_Ioi 0 (by positivity), by field_simp; norm_num⟩

/-- For `k > 0` the image potential energy at the surface is finite and equals `-k/3`. -/
theorem imagePotential_surface {k : ℝ} (hk : 0 < k) : imagePotential k 0 = -k / 3 := by
  simp only [imagePotential, mul_zero, Real.exp_zero, one_mul]
  rw [(reflection_integral hk).2]
  ring

/-- For `k > 0` and `z > 0` the image potential energy lies strictly above that of a perfect metal
at distance `z`, and strictly below that of a perfect metal at `z + 1/k`. -/
theorem imagePotential_bounds {k z : ℝ} (hk : 0 < k) (hz : 0 < z) :
    -1 / (4 * z) < imagePotential k z ∧ imagePotential k z < -1 / (4 * (z + 1 / k)) := by
  have hi := integrand_integrable hk hz.le
  obtain ⟨i1, e1⟩ := perfect_integral hz
  obtain ⟨i2, e2⟩ := perfect_integral (show 0 < z + 1 / k by positivity)
  rw [← e1, ← e2, imagePotential]
  constructor
  · have := integral_lt hi i1 fun q hq =>
      mul_lt_of_lt_one_right (Real.exp_pos _) (reflection_bounds hk hq).2
    linarith
  · have := integral_lt i2 hi fun q hq => by
      -- a shift of the distance by `1/k` multiplies each mode by `exp (-2q/k)`
      have e : -2 * q * (z + 1 / k) = -2 * q * z + -(2 * q / k) := by ring
      rw [e, Real.exp_add]
      exact mul_lt_mul_of_pos_left (reflection_bounds hk hq).1 (Real.exp_pos _)
    linarith

/-- At fixed height `z ≥ 0`, a larger inverse screening length `k > 0` gives a strictly lower
image potential energy. -/
theorem imagePotential_strictAnti {k₁ k₂ z : ℝ} (h₁ : 0 < k₁) (h : k₁ < k₂) (hz : 0 ≤ z) :
    imagePotential k₂ z < imagePotential k₁ z := by
  have h₂ := h₁.trans h
  have := integral_lt (integrand_integrable h₁ hz) (integrand_integrable h₂ hz) fun q hq => by
    refine mul_lt_mul_of_pos_left ?_ (Real.exp_pos _)
    have hs : decayRate k₁ q < decayRate k₂ q :=
      Real.sqrt_lt_sqrt (by positivity) (by nlinarith)
    have p₁ : 0 < decayRate k₁ q + q := add_pos (decayRate_spec h₁ q).1 hq
    have p₂ : 0 < decayRate k₂ q + q := add_pos (decayRate_spec h₂ q).1 hq
    rw [reflection, reflection, div_lt_iff₀ p₁, div_mul_eq_mul_div, lt_div_iff₀ p₂]
    nlinarith [mul_pos hq (sub_pos.mpr hs)]
  unfold imagePotential
  linarith

/-- At fixed height `z > 0` the image potential energy tends to the perfect-metal value
`-1/(4z)` as the inverse screening length tends to infinity. -/
theorem perfect_metal_limit {z : ℝ} (hz : 0 < z) :
    Tendsto (fun k => imagePotential k z) atTop (𝓝 (-1 / (4 * z))) := by
  have h1 : Tendsto (fun k : ℝ => 1 / k) atTop (𝓝 0) :=
    tendsto_const_nhds.div_atTop tendsto_id
  have h2 : Tendsto (fun k : ℝ => -1 / (4 * (z + 1 / k))) atTop (𝓝 (-1 / (4 * (z + 0)))) :=
    tendsto_const_nhds.div ((h1.const_add z).const_mul 4) (by positivity)
  rw [add_zero] at h2
  refine tendsto_of_tendsto_of_tendsto_of_le_of_le' tendsto_const_nhds h2 ?_ ?_
  · filter_upwards [eventually_gt_atTop 0] with k hk using (imagePotential_bounds hk hz).1.le
  · filter_upwards [eventually_gt_atTop 0] with k hk using (imagePotential_bounds hk hz).2.le

end

end ThomasFermiImage
```

```lean
#print axioms ThomasFermiImage.imagePotential_surface
-- 'ThomasFermiImage.imagePotential_surface' depends on axioms: [propext, Classical.choice, Quot.sound]
#print axioms ThomasFermiImage.imagePotential_bounds
-- 'ThomasFermiImage.imagePotential_bounds' depends on axioms: [propext, Classical.choice, Quot.sound]
#print axioms ThomasFermiImage.imagePotential_strictAnti
-- 'ThomasFermiImage.imagePotential_strictAnti' depends on axioms: [propext, Classical.choice, Quot.sound]
#print axioms ThomasFermiImage.perfect_metal_limit
-- 'ThomasFermiImage.perfect_metal_limit' depends on axioms: [propext, Classical.choice, Quot.sound]
```

## Energies at and above the surface

With $s=\sqrt{q^2+k^2}$ (`decayRate`) and $r=(s-q)/(s+q)$ (`reflection`), the energy `imagePotential k z` of a unit charge, in Gaussian atomic units, is

$$U(z)=-\tfrac12\int_0^\infty e^{-2qz}\,r\,dq .$$

For every $k>0$, `imagePotential_surface` gives the finite value $U(0)=-k/3$, and `imagePotential_bounds` gives, for $z>0$,

$$-\frac{1}{4z}<U(z)<-\frac{1}{4(z+1/k)} .$$

Finite screening therefore makes the image energy less negative, but by less than moving a perfect metal back by $1/k$ would. By `imagePotential_strictAnti`, $U$ falls strictly as $k$ grows, at any fixed $z\ge 0$. By `perfect_metal_limit`, it tends to $-1/(4z)$ as $k\to\infty$, at fixed $z>0$.

For a singly charged ion near an electrode, modelled as a lone point charge in vacuum, the bounds limit the error in the image energy made by treating the electrode as an ideal conductor, provided that the metal responds as in this static, linear model with a flat, sharp surface. Solvent and other ions are not included.

## One mode at a sharp surface

The metal fills $x<0$. A potential $f(x)e^{i\mathbf q\cdot\mathbf R}$, with $\mathbf R$ the position along the surface and $q=|\mathbf q|$, obeys the Laplace equation $f''-q^2f=0$ in the vacuum. In the metal the induced charge is taken proportional to the local potential, which gives $f''-q^2f=k^2f$. In Gaussian atomic units $k^2$ is $4\pi$ times the metal's density of states at the Fermi level, per unit volume and with both spins counted. Here $k$ is an input and is not computed from an electron density.

The solutions considered are

$$f_{\rm vac}=e^{qx}-r\,e^{-qx},\qquad f_{\rm met}=t\,e^{sx},$$

where $r$ and $t$ are at first free amplitudes. These are `vacuumMode` and `metalMode`; the second keeps only the solution that decays into the metal. Differentiating twice produces factors $q^2$ and $s^2=q^2+k^2$, which is the content of `field_equations`.

Continuity of value and slope at $x=0$ requires

$$1-r=t,\qquad q(1+r)=st .$$

Eliminating $t$ gives $r=(s-q)/(s+q)$, and then $t=2q/(s+q)$. The theorem `surface_matching` states this as an equivalence for $q\ge0$. Continuity of the slope means that there is no separate sheet of surface charge and no dielectric contrast between the vacuum and the metal's background.

The step from modes to a point charge is made by hand, and the file takes its result as the definition of `imagePotential`. In Gaussian atomic units, a unit charge at height $z$ produces below itself modes of amplitude $e^{q(x-z)}/q$. Their reflections are $-r\,e^{-q(x+z)}/q$. Summing these at the charge with weight $q\,dq$ gives the induced potential $-\int_0^\infty e^{-2qz}r\,dq$, and the energy is half of that because the charge induces the potential itself.

The model leaves out electron spill-out, nonlinear screening and the quantum response of the surface.

## Bounds on the reflection factor

Since $q>0$, we have $s-q<s+q$, so $r<1$. For the lower bound, use $(s-q)(s+q)=k^2$ to write

$$r=\frac{k^2}{(s+q)^2}.$$

With $x$ now denoting $q/k$,

$$\frac{s+q}{k}=\sqrt{1+x^2}+x<1+x+\frac{x^2}{2}\le e^x ,$$

and hence $r>e^{-2x}=e^{-2q/k}$.

In `reflection_bounds`, `h1` is the estimate of the square root, `h2` adds the exponential series bound, and `h3` rearranges the result to $e^{-x}(s+q)<k$. The last `nlinarith` squares this and compares it with $k^2=(s-q)(s+q)$, after a common factor $s+q$ has been introduced by `lt_of_mul_lt_mul_right`.

## The integral at the surface

Put $u=s-q$. Then $u'=q/s-1=-u/s$, and $u/k^2=1/(s+q)$. Therefore

$$\frac{d}{dq}\left[-\frac u2-\frac{u^3}{6k^2}\right]
=\frac{u}{2s}\left(1+\frac{u^2}{k^2}\right)
=\frac{u}{2s}\cdot\frac{2s}{s+q}=r .$$

At $q=0$ we have $u=k$, so the bracket equals $-2k/3$. For $q>0$, $0<u=k^2/(s+q)<k^2/q$, so the bracket vanishes at infinity. The integral of $r$ is thus $2k/3$, and $U(0)=-k/3$.

In `reflection_integral`, `hd` is the derivative and `hu` the limit of $u$. Because $r$ is positive, the antiderivative's finite limit also yields integrability, which `integrand_integrable` extends to every $z\ge0$ through $e^{-2qz}\le1$.

## From modes to energies

For any $a>0$, `perfect_integral` evaluates

$$-\tfrac12\int_0^\infty e^{-2qa}\,dq=-\frac1{4a}.$$

Multiplying the bounds on $r$ by $e^{-2qz}$ gives

$$e^{-2q(z+1/k)}<e^{-2qz}r<e^{-2qz}.$$

Integrating and multiplying by $-\tfrac12$, which reverses the order, gives the two bounds on $U(z)$. They stay strict by `integral_lt`: the difference of the two integrands is positive on the whole half-line, so its integral is positive.

The same lemma gives the dependence on $k$. At fixed $q>0$, a larger $k$ raises $s$, and $r=1-2q/(s+q)$ rises with it, so $U$ falls. In `imagePotential_strictAnti` this comparison is done by clearing the two positive denominators.

For the limit, $1/k\to0$ brings the upper bound down to $-1/(4z)$, which is already the lower bound. `perfect_metal_limit` squeezes $U(z)$ between them.
